# For κ > 0 and positive gaps, the κ-MP2 correlation energy is at least −κ Σ|Vₖ|²

Stretch a covalent bond in a spin-restricted Hartree–Fock calculation, and the gap between its bonding and antibonding orbitals shrinks. Second-order Møller–Plesset theory (MP2) divides by such gaps. Each double excitation, labelled \(k\), lowers the energy by \(|V_k|^2/D_k\), where \(V_k\) is the matrix element that couples it to the reference determinant and \(D_k\) is the orbital-energy gap. If \(D_k\) goes to zero at fixed nonzero \(V_k\), that term grows without limit.

The κ-MP2 method damps each term by a factor that depends on its own gap. How low can the damped correlation energy then go? For \(\kappa>0\) and any positive gaps, it cannot fall below \(-\kappa\sum_k|V_k|^2\), a number in which the gaps do not appear.

```lean
import Mathlib

open Filter Topology

namespace KappaMP2

noncomputable section
```

## The damped weight and the two energies

The method replaces \(1/D\) by

\[
w(\kappa,D)=\frac{\bigl(1-e^{-\kappa D}\bigr)^2}{D}.
\]

The parameter \(\kappa\) is an inverse energy, chosen by the user and not derived from the Hamiltonian. It sets the gap scale \(1/\kappa\): excitations with much larger gaps are almost untouched, while those with much smaller gaps are suppressed. Many texts write \(\Delta\) for the gap that is called \(D\) here.

```lean
/-- The κ-MP2 weight `(1 - exp(-κD))² / D` of a double excitation with gap `D ≠ 0`. -/
def weight (κ D : ℝ) : ℝ := (1 - Real.exp (-(κ * D))) ^ 2 / D
```

For canonical Hartree–Fock spin orbitals, \(k\) stands for a choice of occupied \(i<j\) and virtual \(a<b\). Then \(V_k=\langle ij\|ab\rangle\) is the antisymmetrised two-electron integral, \(D_k=\varepsilon_a+\varepsilon_b-\varepsilon_i-\varepsilon_j\), and the bare correlation energy is

\[
E_{\mathrm{MP2}}=-\sum_k\frac{|V_k|^2}{D_k}.
\]

In Lean the excitations form a finite type `ι`, as in a finite orbital basis. The couplings `V : ι → ℂ` may be complex, and `‖V k‖` is the modulus \(|V_k|\). The gaps `D : ι → ℝ` are real, and their positivity is a hypothesis of the theorems that need it.

```lean
variable {ι : Type*} [Fintype ι]

/-- The bare MP2 energy `-∑ |V k|² / D k` for couplings `V` and nonzero gaps `D`. -/
def mp2Energy (V : ι → ℂ) (D : ι → ℝ) : ℝ := -∑ k, ‖V k‖ ^ 2 / D k
```

The damped energy has the same numerators:

\[
E_\kappa=-\sum_k|V_k|^2\,w(\kappa,D_k).
\]

Both definitions give only the second-order correlation energy, without the reference energy.

```lean
/-- The κ-MP2 energy, in which the weight replaces `1 / D k`, for nonzero gaps `D`. -/
def kappaEnergy (κ : ℝ) (V : ι → ℂ) (D : ι → ℝ) : ℝ :=
  -∑ k, ‖V k‖ ^ 2 * weight κ (D k)
```

## One weight, bounded by κ at every gap

Take \(\kappa,D>0\). Then \(0<e^{-\kappa D}<1\), so \(1-e^{-\kappa D}\) is positive. Its square divided by \(D\) is positive too, which gives \(w>0\). The Lean proof has the same two steps: a strict bound on the exponential, then positivity of the quotient.

```lean
/-- For positive `κ` and a positive gap the weight is positive. -/
theorem weight_pos {κ D : ℝ} (hκ : 0 < κ) (hD : 0 < D) : 0 < weight κ D := by
  have h : Real.exp (-(κ * D)) < 1 :=
    Real.exp_lt_one_iff.2 (neg_lt_zero.2 (mul_pos hκ hD))
  exact div_pos (pow_pos (sub_pos.2 h) 2) hD
```

For the upper bounds, put \(x=\kappa D\). The tangent-line inequality \(e^{-x}\ge 1-x\) gives \(1-e^{-x}\le x\), and positivity of the exponential gives \(1-e^{-x}\le 1\). Since \(1-e^{-x}\ge0\), both inequalities can be squared:

\[
w\le\frac{(\kappa D)^2}{D}=\kappa^2D,\qquad w\le\frac1D .
\]

The facts `h0`, `h1` and `h2` are the non-negativity and the two upper bounds. The lemma `le_min` splits the claim into these two cases, and `div_le_iff₀` clears the denominator in each.

```lean
/-- For positive `κ` and a positive gap the weight is at most `κ²D` and at most the
bare weight `1/D`. -/
theorem weight_le_min {κ D : ℝ} (hκ : 0 < κ) (hD : 0 < D) :
    weight κ D ≤ min (κ ^ 2 * D) (1 / D) := by
  have hx : 0 < κ * D := mul_pos hκ hD
  have h0 : 0 ≤ 1 - Real.exp (-(κ * D)) :=
    sub_nonneg.2 (Real.exp_le_one_iff.2 (by linarith))
  -- the damping factor is below both κD and 1
  have h1 : 1 - Real.exp (-(κ * D)) ≤ κ * D := by
    linarith [Real.add_one_le_exp (-(κ * D))]
  have h2 : 1 - Real.exp (-(κ * D)) ≤ 1 := by
    linarith [Real.exp_pos (-(κ * D))]
  unfold weight
  apply le_min
  · rw [div_le_iff₀ hD]
    calc (1 - Real.exp (-(κ * D))) ^ 2 ≤ (κ * D) ^ 2 := pow_le_pow_left₀ h0 h1 2
      _ = κ ^ 2 * D * D := by ring
  · rw [div_le_iff₀ hD, one_div, inv_mul_cancel₀ hD.ne']
    exact pow_le_one₀ h0 h2
```

One bound is good for small gaps and the other for large gaps. They cross at \(D=1/\kappa\), where both equal \(\kappa\). If \(\kappa D\le1\), then \(\kappa^2D=\kappa(\kappa D)\le\kappa\). If \(\kappa D\ge1\), then \(1/D\le\kappa\). In either case

\[
\min(\kappa^2D,\,1/D)\le\kappa .
\]

The proof makes the same case distinction with `le_total`.

```lean
/-- For positive `κ` and a positive gap, the smaller of `κ²D` and `1/D` is at most `κ`. -/
theorem min_le_kappa {κ D : ℝ} (hκ : 0 < κ) (hD : 0 < D) :
    min (κ ^ 2 * D) (1 / D) ≤ κ := by
  rcases le_total (κ * D) 1 with h | h
  · refine (min_le_left _ _).trans ?_
    nlinarith [mul_le_mul_of_nonneg_left h hκ.le]
  · refine (min_le_right _ _).trans ?_
    rw [div_le_iff₀ hD]
    exact h
```

## From no correlation to bare MP2 as κ grows

Fix \(D>0\) and let \(0\le a<b\) be two values of \(\kappa\). Then \(e^{-bD}<e^{-aD}\le1\), hence

\[
0\le 1-e^{-aD}<1-e^{-bD}.
\]

Squaring preserves the strict order between non-negative numbers, and so does division by \(D\). Therefore \(w(a,D)<w(b,D)\). The set `Set.Ici 0` is the half-line \(\kappa\ge0\). For negative \(\kappa\) the bracket is negative, and its square falls as \(\kappa\) rises towards zero.

```lean
/-- At a fixed positive gap the weight increases strictly with `κ ≥ 0`. -/
theorem weight_strictMonoOn {D : ℝ} (hD : 0 < D) :
    StrictMonoOn (fun κ => weight κ D) (Set.Ici 0) := by
  intro a ha b _ hab
  have ha' : 0 ≤ a := ha
  have h1 : Real.exp (-(b * D)) < Real.exp (-(a * D)) :=
    Real.exp_lt_exp.2 (neg_lt_neg (mul_lt_mul_of_pos_right hab hD))
  have h2 : Real.exp (-(a * D)) ≤ 1 :=
    Real.exp_le_one_iff.2 (neg_nonpos.2 (mul_nonneg ha' hD.le))
  exact div_lt_div_of_pos_right
    (pow_lt_pow_left₀ (by linarith) (by linarith) two_ne_zero) hD
```

As \(\kappa\to\infty\) at fixed \(D>0\), the exponential vanishes and

\[
w(\kappa,D)\to\frac{(1-0)^2}{D}=\frac1D .
\]

In Lean, `atTop` expresses \(\kappa\to\infty\) and `𝓝 (1 / D)` the approach to \(1/D\). The proof takes the limit of the exponential and passes it through the subtraction, the square and the division.

```lean
/-- At a fixed positive gap the weight tends to the bare weight `1/D` as `κ` grows. -/
theorem weight_tendsto_bare {D : ℝ} (hD : 0 < D) :
    Tendsto (fun κ => weight κ D) atTop (𝓝 (1 / D)) := by
  have h : Tendsto (fun κ : ℝ => Real.exp (-(κ * D))) atTop (𝓝 0) :=
    Real.tendsto_exp_neg_atTop_nhds_zero.comp (tendsto_id.atTop_mul_const hD)
  have h' := (((tendsto_const_nhds (x := (1 : ℝ))).sub h).pow 2).div_const D
  simpa [weight] using h'
```

## A closing gap switches its own term off

Now fix \(\kappa>0\) and let the gap close. The bounds already found give

\[
0<w(\kappa,D)\le\kappa^2D\to0\qquad(D\to0^+),
\]

so the weight tends to zero by squeezing. The filter `𝓝[>] 0` means that \(D\) approaches zero through positive values. The two `filter_upwards` steps supply the lower and upper bounds for such \(D\).

The square in the weight is easily lost when the formula is copied. With a single factor, \((1-e^{-\kappa D})/D\) is still at most \(\kappa\), so the energy bound gives no warning. Its limit at a closing gap, however, is \(\kappa\) instead of zero, and a near-degenerate excitation would keep a finite contribution.

```lean
/-- At fixed positive `κ` the weight tends to zero as the gap closes from above. -/
theorem weight_tendsto_zero {κ : ℝ} (hκ : 0 < κ) :
    Tendsto (fun D => weight κ D) (𝓝[>] 0) (𝓝 0) := by
  have h : Tendsto (fun D : ℝ => κ ^ 2 * D) (𝓝 0) (𝓝 (κ ^ 2 * 0)) :=
    (continuous_const.mul continuous_id).tendsto 0
  rw [mul_zero] at h
  -- squeeze the weight between 0 and κ²D
  refine tendsto_of_tendsto_of_tendsto_of_le_of_le' tendsto_const_nhds
    (h.mono_left nhdsWithin_le_nhds) ?_ ?_
  · filter_upwards [self_mem_nhdsWithin] with D hD
    exact (weight_pos hκ hD).le
  · filter_upwards [self_mem_nhdsWithin] with D hD
    exact (weight_le_min hκ hD).trans (min_le_left _ _)
```

How much room does the bound \(w\le\kappa\) leave? At \(\kappa D=1\) we have \(1/D=\kappa\), and so

\[
w=\frac{(1-e^{-1})^2}{D}=(1-e^{-1})^2\kappa\approx0.40\,\kappa .
\]

A bound on the weight that holds for all positive gaps must therefore be at least this large, so it has to grow at least linearly with \(\kappa\). The constant in front can still be improved: solving \(\partial w/\partial D=0\) numerically puts the maximum near \(\kappa D=1.26\), at about \(0.41\,\kappa\), a refinement that none of the theorems here contains.

```lean
/-- When the gap is `1/κ`, the weight equals `(1 - 1/e)² κ`. -/
theorem weight_at_inverse_gap {κ D : ℝ} (h : κ * D = 1) :
    weight κ D = (1 - Real.exp (-1)) ^ 2 * κ := by
  have hD : D ≠ 0 := by
    rintro rfl
    simp at h
  rw [weight, h, div_eq_iff hD, mul_assoc, h, mul_one]
```

## The energy floor for any positive gaps

Multiply \(0<w(\kappa,D_k)\le\kappa\) by \(|V_k|^2\ge0\), sum over \(k\), and change sign:

\[
-\kappa\sum_k|V_k|^2\le E_\kappa\le0 .
\]

The other bound, \(w(\kappa,D_k)\le1/D_k\), gives in the same way

\[
E_{\mathrm{MP2}}\le E_\kappa .
\]

The theorem states these three inequalities together, for `0 < κ`, arbitrary couplings and the hypothesis `∀ k, 0 < D k`. No positive lower bound on the gaps is prescribed. All three inequalities allow equality, because all couplings may vanish.

The three parts of the proof correspond to the three inequalities. Each compares the sums term by term, with `Finset.sum_le_sum` or `Finset.sum_nonneg`, and uses the bounds on a single weight. In the first part, `Finset.mul_sum` moves \(\kappa\) inside the sum so that the terms can be matched.

```lean
/-- For positive `κ` and any positive gaps, the κ-MP2 energy is at least `-κ ∑ |V k|²`,
and it lies between the bare MP2 energy and zero. -/
theorem kappaEnergy_bounds {κ : ℝ} (hκ : 0 < κ) (V : ι → ℂ) {D : ι → ℝ}
    (hD : ∀ k, 0 < D k) :
    -(κ * ∑ k, ‖V k‖ ^ 2) ≤ kappaEnergy κ V D ∧
      mp2Energy V D ≤ kappaEnergy κ V D ∧ kappaEnergy κ V D ≤ 0 := by
  refine ⟨?_, ?_, ?_⟩
  · -- every weight is at most κ, whatever the gap
    unfold kappaEnergy
    rw [Finset.mul_sum]
    refine neg_le_neg (Finset.sum_le_sum fun k _ => ?_)
    rw [mul_comm κ]
    exact mul_le_mul_of_nonneg_left
      ((weight_le_min hκ (hD k)).trans (min_le_kappa hκ (hD k))) (sq_nonneg _)
  · -- every weight is at most the bare one
    refine neg_le_neg (Finset.sum_le_sum fun k _ => ?_)
    rw [div_eq_mul_one_div]
    exact mul_le_mul_of_nonneg_left
      ((weight_le_min hκ (hD k)).trans (min_le_right _ _)) (sq_nonneg _)
  · exact neg_nonpos.2 (Finset.sum_nonneg fun k _ =>
      mul_nonneg (sq_nonneg _) (weight_pos hκ (hD k)).le)
```

For fixed positive gaps, each weight tends to \(1/D_k\) as \(\kappa\to\infty\). The sum is finite, so the limit can be taken term by term:

\[
E_\kappa\to-\sum_k\frac{|V_k|^2}{D_k}=E_{\mathrm{MP2}} .
\]

The order of limits matters. At fixed gap, large \(\kappa\) restores \(1/D\); at fixed \(\kappa\), a closing gap sends the weight to zero.

```lean
/-- For fixed positive gaps the κ-MP2 energy tends to the bare MP2 energy as `κ` grows. -/
theorem kappaEnergy_tendsto_mp2 (V : ι → ℂ) {D : ι → ℝ} (hD : ∀ k, 0 < D k) :
    Tendsto (fun κ => kappaEnergy κ V D) atTop (𝓝 (mp2Energy V D)) := by
  have h := (tendsto_finsetSum Finset.univ fun k _ =>
    (weight_tendsto_bare (hD k)).const_mul (‖V k‖ ^ 2)).neg
  simpa [kappaEnergy, mp2Energy, div_eq_mul_inv] using h
```

## Bare MP2 without a floor

Choose one excitation \(k_0\) with \(V_{k_0}\ne0\), set its gap to \(d\), and hold everything else fixed. Separating its term gives

\[
E_{\mathrm{MP2}}(d)=-\sum_{k\ne k_0}\frac{|V_k|^2}{D_k}-\frac{|V_{k_0}|^2}{d}.
\]

The first part is constant. As \(d\to0^+\), the second tends to \(-\infty\), and so does the energy. If \(V_{k_0}\) were zero, the energy would not depend on \(d\) at all.

The expression `Function.update D k₀ d` is the list of gaps with the entry at `k₀` replaced by `d`, and `atBot` expresses the limit \(-\infty\). The auxiliary statement `split` is the separation displayed above. The rest of the proof combines the divergence of \(1/d\) with the positive factor \(|V_{k_0}|^2\) and the constant remainder. Lean sets division by zero to zero, so the divergence shows up in the one-sided limit and not in the value at \(d=0\).

```lean
/-- If one gap with nonzero coupling closes from above while the others are held fixed,
the bare MP2 energy tends to minus infinity. -/
theorem mp2Energy_diverges [DecidableEq ι] (V : ι → ℂ) (D : ι → ℝ) {k₀ : ι}
    (hV : V k₀ ≠ 0) :
    Tendsto (fun d => mp2Energy V (Function.update D k₀ d)) (𝓝[>] 0) atBot := by
  -- separate the closing excitation from the constant rest
  have split : ∀ d, mp2Energy V (Function.update D k₀ d) =
      -(∑ k ∈ Finset.univ.erase k₀, ‖V k‖ ^ 2 / D k) + -(‖V k₀‖ ^ 2 * d⁻¹) := by
    intro d
    have e : ∑ k ∈ Finset.univ.erase k₀, ‖V k‖ ^ 2 / Function.update D k₀ d k =
        ∑ k ∈ Finset.univ.erase k₀, ‖V k‖ ^ 2 / D k :=
      Finset.sum_congr rfl fun k hk => by
        rw [Function.update_of_ne (Finset.ne_of_mem_erase hk)]
    unfold mp2Energy
    rw [← Finset.add_sum_erase _ _ (Finset.mem_univ k₀), e, Function.update_self]
    ring
  have hpos : 0 < ‖V k₀‖ ^ 2 := pow_pos (norm_pos_iff.2 hV) 2
  have h : Tendsto (fun d : ℝ => ‖V k₀‖ ^ 2 * d⁻¹) (𝓝[>] 0) atTop :=
    tendsto_inv_nhdsGT_zero.const_mul_atTop hpos
  simp only [split]
  exact tendsto_atBot_add_const_left _ _ (tendsto_neg_atTop_atBot.comp h)

end

end KappaMP2
```

```lean
#print axioms KappaMP2.weight_at_inverse_gap
-- 'KappaMP2.weight_at_inverse_gap' depends on axioms: [propext, Classical.choice, Quot.sound]
#print axioms KappaMP2.kappaEnergy_bounds
-- 'KappaMP2.kappaEnergy_bounds' depends on axioms: [propext, Classical.choice, Quot.sound]
#print axioms KappaMP2.kappaEnergy_tendsto_mp2
-- 'KappaMP2.kappaEnergy_tendsto_mp2' depends on axioms: [propext, Classical.choice, Quot.sound]
#print axioms KappaMP2.mp2Energy_diverges
-- 'KappaMP2.mp2Energy_diverges' depends on axioms: [propext, Classical.choice, Quot.sound]
```

## The damping inside an MP2 calculation

After the integrals have been transformed to the molecular-orbital basis, a simple spin-orbital MP2 program runs over \(i<j\) and \(a<b\) and forms \(D_k\) from four orbital energies. For κ-MP2 it also computes \(1-e^{-\kappa D_k}\), multiplies \(V_k\) by this factor, takes the squared modulus and divides by \(D_k\). For small \(\kappa D_k\), the subtraction loses digits in floating-point arithmetic; the library function `expm1` evaluates \(e^x-1\) without that loss, and the factor is then \(-\mathrm{expm1}(-\kappa D_k)\).

Take a single excitation in atomic units with \(V=0.1\), \(D=0.01\) and \(\kappa=1\). The bare term is \(-0.01/0.01=-1\). The damped weight is about \(0.0099\), so the damped term is about \(-0.000099\). The floor \(-\kappa|V|^2\) is \(-0.01\).

In a real molecule the couplings and gaps both come from the reference calculation, and both change as the bond is stretched. The theorem takes them as independent inputs. It applies at each geometry where all gaps are positive, with that geometry's value of \(\sum_k|V_k|^2\); if this sum is bounded along the curve, then at fixed \(\kappa\) the theorem gives a single floor for the κ-MP2 correlation energy at all these geometries.

For electronic-structure work, the result rules out a divergence of the κ-MP2 correlation energy caused by small positive gaps alone, for a finite set of excitations with bounded couplings. It concerns the second-order term only. Whether the damped energy is accurate, and whether the perturbation series converges at higher orders, are separate questions.
